# The determinant of a real two-orbital propagator is its diagonal product minus its off-diagonal product

For a propagator over two orbitals, one in each of two groups, the lemma says that the determinant is the product of the two within-group entries minus the product of the two between-group entries. The propagator enters only as an arbitrary real 2×2 matrix `M` indexed by `Fin 1 ⊕ Fin 1`, with no symmetry, orthogonality or invertibility assumed. The proof relabels the two orbitals by `Fin 2` through an equivalence `e`, which leaves the determinant unchanged. It then applies the 2×2 formula `Matrix.det_fin_two` and uses the values of `e` at 0 and 1 to return to the original labels.

As first written in Lean, the proof fails:

```lean
import Mathlib

open Matrix

namespace SplitOrthogonalWeight

noncomputable section

/-- The determinant of a propagator with one orbital in each group. -/
theorem det_one_one (M : Matrix (Fin 1 ⊕ Fin 1) (Fin 1 ⊕ Fin 1) ℝ) :
    M.det = M (.inl 0) (.inl 0) * M (.inr 0) (.inr 0)
      - M (.inl 0) (.inr 0) * M (.inr 0) (.inl 0) := by
  obtain ⟨e, h0, h1⟩ : ∃ e : Fin 2 ≃ Fin 1 ⊕ Fin 1, e 0 = Sum.inl 0 ∧ e 1 = Sum.inr 0 :=
    ⟨finSumFinEquiv.symm, rfl, rfl⟩
  rw [← Matrix.det_submatrix_equiv_self e M, Matrix.det_fin_two]
  simp only [Matrix.submatrix_apply, h0, h1]

end

end SplitOrthogonalWeight
```

Compiling this gives:

```
Main.lean:14:31: error: Application type mismatch: The argument
  rfl
has type
  ?m.97 = ?m.97
but is expected to have type
  ?m.90 1 = Sum.inr 0
in the application
  ⟨?m.95, rfl⟩
```

The error is at the second `rfl`, which should prove that `e` sends 1 to `Sum.inr 0`. The claim is true of `finSumFinEquiv.symm`, but the goal in the message is `?m.90 1 = Sum.inr 0`: where the equivalence should stand there is a metavariable, a placeholder Lean had not yet filled in. With no known function to evaluate at 1, Lean could not see the two sides as equal by computation, and so it rejected `rfl`.

The repair writes the equivalence out in place. Its `toFun` is the explicit list `![Sum.inl 0, Sum.inr 0]`, so both required values can be read off by computation and the two closing `rfl`s succeed. An equivalence also needs an inverse, which `invFun` supplies by sending the left orbital to 0 and the right one to 1. The fields `left_inv` and `right_inv` check case by case that the two maps undo each other. The determinant steps that follow are unchanged.

Lean accepts the file once it reads:

```diff
@@ -12,5 +12,8 @@
       - M (.inl 0) (.inr 0) * M (.inr 0) (.inl 0) := by
   obtain ⟨e, h0, h1⟩ : ∃ e : Fin 2 ≃ Fin 1 ⊕ Fin 1, e 0 = Sum.inl 0 ∧ e 1 = Sum.inr 0 :=
-    ⟨finSumFinEquiv.symm, rfl, rfl⟩
+    ⟨{ toFun := ![Sum.inl 0, Sum.inr 0]
+       invFun := Sum.elim (fun _ => 0) (fun _ => 1)
+       left_inv := by intro i; fin_cases i <;> rfl
+       right_inv := by rintro (i | i) <;> fin_cases i <;> rfl }, rfl, rfl⟩
   rw [← Matrix.det_submatrix_equiv_self e M, Matrix.det_fin_two]
   simp only [Matrix.submatrix_apply, h0, h1]
```
